# In a finite reversible Markov chain, a mean-zero variable has normalised one-step correlation at most the second eigenvalue, and only eigenmodes reach it

Let K_ij be the probability that my molecule, now in conformational state i, is in state j one lag time later, and let π_i > 0 be the equilibrium population of state i. A collective variable f gives each state a number f_i, and I subtract its equilibrium mean. I rank candidate variables by their normalised correlation over one lag time and keep the one that decays most slowly. Could a badly chosen variable look slower than the slowest process in the chain, so that I keep it for the wrong reason? And if a variable reaches the top value, is it really a slowest mode, or could a lucky mixture of modes with different eigenvalues do the same?

## The second eigenvalue is a ceiling

Neither can happen if K obeys detailed balance, π_i K_ij = π_j K_ji, and K and π are known exactly. Write

⟨f,g⟩ = Σ_i π_i f_i g_i,  (Kf)_i = Σ_j K_ij f_j.

Thus (Kf)_i is the expected value of f one step after state i. The normalised correlation of a nonzero mean-zero f is the ratio ⟨f,Kf⟩/⟨f,f⟩. Let m be the second largest eigenvalue of K, counted with multiplicity and with its sign; "slowest mode" here means a mean-zero mode with eigenvalue m. For mean-zero f,

⟨f,Kf⟩ ≤ m⟨f,f⟩, with equality exactly when Kf = m f.

**No eigenvalue exceeds 1.** Expand the square in

½ Σ_ij π_i K_ij (f_i − f_j)² = ⟨f,f⟩ − ⟨f,Kf⟩.

The f_i² terms give ⟨f,f⟩ because rows sum to 1, the f_j² terms give the same by detailed balance, and the cross terms give −2⟨f,Kf⟩. The left side is non-negative, so a normalised mode with eigenvalue λ has 1 − λ ≥ 0.

**The modes are orthonormal.** The matrix S_ij = √π_i K_ij / √π_j is symmetric by detailed balance and similar to K. Dividing component k of its orthonormal eigenvectors by √π_k gives modes ψ_i with Kψ_i = λ_i ψ_i, ⟨ψ_i,ψ_j⟩ = δ_ij and

⟨f,g⟩ = Σ_i ⟨ψ_i,f⟩⟨ψ_i,g⟩.

Detailed balance also gives ⟨ψ_i,Kf⟩ = ⟨Kψ_i,f⟩ = λ_i⟨ψ_i,f⟩. Taking f = 1, for which K1 = 1, yields (λ_i − 1)⟨ψ_i,1⟩ = 0, so modes with λ_i ≠ 1 have mean zero.

**The bound.** With c_i = ⟨ψ_i,f⟩,

m⟨f,f⟩ − ⟨f,Kf⟩ = Σ_i (m − λ_i) c_i².

Let a label the top mode; all others have λ_i ≤ m. If λ_a = m, its term is zero. If λ_a > m, every other eigenvalue is below 1, so only ψ_a overlaps with the constant 1. Then 1 = ⟨1,1⟩ = ⟨ψ_a,1⟩² and 0 = ⟨f,1⟩ = c_a⟨ψ_a,1⟩, hence c_a = 0. No term is negative.

**Equality.** If the sum is zero, each term is, so ⟨ψ_i,Kf − m f⟩ = (λ_i − m)c_i = 0 for all i. Then Kf − m f has zero norm and vanishes, since every π_i is positive. The converse is substitution.

**The ceiling is attained.** Take a second mode ψ_b with λ_b = m. If its mean is not zero, then λ_b = 1, which forces m = λ_a = 1, and the nonzero combination

⟨ψ_b,1⟩ψ_a − ⟨ψ_a,1⟩ψ_b

has mean zero and eigenvalue 1.

## Three states, then two

Take π = (1/3, 1/3, 1/3) and K with rows (0.9, 0.1, 0), (0.1, 0.8, 0.1), (0, 0.1, 0.9). The eigenvalues are 1, 0.9 and 0.7, and f = (1, 0, −1) satisfies Kf = 0.9 f. A variable that lumps the middle state with the first is f = (1, 1, −2). Then

Kf = (1.0, 0.7, −1.7), ⟨f,Kf⟩ = 1.7, ⟨f,f⟩ = 2.

The ratio is 0.85, below 0.9: three quarters of the variance lies on the 0.9 mode and one quarter on the 0.7 mode.

With two states, the mean-zero variables form a single line, so each nonzero one is an eigenmode and gives the ratio m exactly. An imperfect variable needs at least three states.

## What the Lean theorems say

`IsReversible K π` collects non-negative entries, unit row sums, positive normalised populations and detailed balance. The letter `π` is the population vector, and `n` is the type of states, not their number. `corr π f g` is ⟨f,g⟩, not a normalised correlation coefficient; `corr π f 1 = 0` says that f has mean zero, and `K *ᵥ f` is Kf.

`IsSecondEigenvalue K m` uses only the roots of the characteristic polynomial: remove one largest root `r`, and `m` is the largest of the rest. This allows m = 1, as in a chain that splits into disconnected parts. "Second largest" refers to signed values; a mode with eigenvalue near −1 also decays slowly in magnitude, with alternating sign, but its ratio is near −1, not near 1.

`variational_principle` states the bound and its equality condition, including the trivial f = 0. `imperfect_variable_underestimates` gives the strict inequality for the ratio when Kf ≠ m f, which already excludes f = 0. `exists_secondEigenvalue` supplies m for at least two states, and `exists_slowest_mode` supplies a nonzero mean-zero mode that attains it.

The step left to you is to identify K and π with the real molecule: discretised motion need not be Markovian, and a ratio estimated from finite trajectories can fluctuate above m. For a finite reversible Markov state model with known K and π, the result justifies maximising this ratio over nonzero mean-zero variables to find a mode at m. Among imperfect candidates, a higher ratio need not mean a larger share of that mode.

```lean
import Mathlib

open Matrix Finset

namespace CollectiveVariable

variable {n : Type*} [Fintype n] [DecidableEq n] {K : Matrix n n ℝ} {π : n → ℝ} {m : ℝ}

/-- `K` is a stochastic matrix in detailed balance with the strictly positive probability `π`. -/
structure IsReversible (K : Matrix n n ℝ) (π : n → ℝ) : Prop where
  nonneg : ∀ i j, 0 ≤ K i j
  row_sum : ∀ i, ∑ j, K i j = 1
  pos : ∀ i, 0 < π i
  total : ∑ i, π i = 1
  balance : ∀ i j, π i * K i j = π j * K j i

/-- The equilibrium correlation `⟨f, g⟩` of two observables, weighted by `π`. -/
def corr (π f g : n → ℝ) : ℝ := ∑ i, π i * f i * g i

/-- `m` is the second largest real eigenvalue of `K`, counted with algebraic multiplicity:
after one largest eigenvalue `r` is removed, `m` is the largest of the rest. -/
def IsSecondEigenvalue (K : Matrix n n ℝ) (m : ℝ) : Prop :=
  ∃ (r : ℝ) (s : Multiset ℝ), K.charpoly.roots = r ::ₘ m ::ₘ s ∧ m ≤ r ∧ ∀ x ∈ s, x ≤ m

omit [DecidableEq n] in
/-- For a reversible chain, the correlation lost in one step is half the mean squared jump of
the observable. -/
theorem dirichlet_form (h : IsReversible K π) (f : n → ℝ) :
    corr π f f - corr π f (K *ᵥ f) = 1 / 2 * ∑ i, ∑ j, π i * K i j * (f i - f j) ^ 2 := by
  have e1 : ∑ i, ∑ j, π i * K i j * f i ^ 2 = corr π f f := by
    unfold corr
    refine sum_congr rfl fun i _ => ?_
    rw [← sum_mul, ← mul_sum, h.row_sum]
    ring
  have e2 : ∑ i, ∑ j, π i * K i j * f j ^ 2 = corr π f f := by
    rw [sum_comm, ← e1]
    refine sum_congr rfl fun i _ => sum_congr rfl fun j _ => ?_
    rw [h.balance j i]
  have e3 : ∑ i, ∑ j, π i * K i j * (f i * f j) = corr π f (K *ᵥ f) := by
    simp only [corr, mulVec, dotProduct, mul_sum]
    exact sum_congr rfl fun i _ => sum_congr rfl fun j _ => by ring
  have e4 : ∑ i, ∑ j, π i * K i j * (f i - f j) ^ 2 = ∑ i, ∑ j, π i * K i j * f i ^ 2
      + ∑ i, ∑ j, π i * K i j * f j ^ 2 - 2 * ∑ i, ∑ j, π i * K i j * (f i * f j) := by
    simp only [mul_sum, ← sum_add_distrib, ← sum_sub_distrib]
    exact sum_congr rfl fun i _ => sum_congr rfl fun j _ => by ring
  rw [e4, e1, e2, e3]
  ring

omit [DecidableEq n] in
/-- For a reversible chain, the correlation of an eigenmode with any observable is multiplied
by the eigenvalue when the observable is propagated by one step. -/
theorem mode_corr (h : IsReversible K π) {l : ℝ} {ψ : n → ℝ} (hψ : K *ᵥ ψ = l • ψ)
    (f : n → ℝ) : corr π ψ (K *ᵥ f) = l * corr π ψ f := by
  -- detailed balance makes `K` self-adjoint
  have hs : corr π ψ (K *ᵥ f) = corr π (K *ᵥ ψ) f := by
    simp only [corr, mulVec, dotProduct, mul_sum, sum_mul]
    rw [sum_comm]
    refine sum_congr rfl fun i _ => sum_congr rfl fun j _ => ?_
    linear_combination ψ j * f i * h.balance j i
  rw [hs, hψ]
  simp only [corr, Pi.smul_apply, smul_eq_mul, mul_sum]
  exact sum_congr rfl fun i _ => by ring

omit [DecidableEq n] in
/-- For a reversible chain, a nonzero observable has positive equilibrium norm. -/
theorem corr_self_pos (h : IsReversible K π) {f : n → ℝ} (hf : f ≠ 0) : 0 < corr π f f := by
  obtain ⟨k, hk⟩ := Function.ne_iff.mp hf
  refine sum_pos' (fun i _ => ?_) ⟨k, mem_univ k, ?_⟩
  · rw [mul_assoc]
    exact mul_nonneg (h.pos i).le (mul_self_nonneg _)
  · rw [mul_assoc]
    exact mul_pos (h.pos k) (mul_self_pos.mpr hk)

omit [Fintype n] in
/-- One mode can be split off a list of eigenvalues labelled by modes. -/
theorem split_eigenvalues (lam : n → ℝ) {t : Finset n} {a : n} (ha : a ∈ t) :
    t.val.map lam = lam a ::ₘ (t.erase a).val.map lam := by
  rw [← Multiset.map_cons, Finset.erase_val, Multiset.cons_erase (Finset.mem_val.mpr ha)]

/-- A reversible chain has a complete set of orthonormal eigenmodes, labelled by its eigenvalues
with multiplicity. No eigenvalue exceeds 1, and modes with eigenvalue other than 1 have mean
zero. -/
theorem exists_modes (h : IsReversible K π) : ∃ (lam : n → ℝ) (ψ : n → n → ℝ),
    K.charpoly.roots = univ.val.map lam ∧ (∀ i, K *ᵥ ψ i = lam i • ψ i) ∧
    (∀ i j, corr π (ψ i) (ψ j) = if i = j then 1 else 0) ∧
    (∀ f g, corr π f g = ∑ i, corr π (ψ i) f * corr π (ψ i) g) ∧
    (∀ i, lam i ≤ 1) ∧ ∀ i, lam i ≠ 1 → corr π (ψ i) 1 = 0 := by
  obtain ⟨s, hs, hss⟩ : ∃ s : n → ℝ, (∀ i, 0 < s i) ∧ ∀ i, s i * s i = π i :=
    ⟨fun i => √(π i), fun i => Real.sqrt_pos.mpr (h.pos i),
      fun i => Real.mul_self_sqrt (h.pos i).le⟩
  -- the symmetrised matrix is similar to `K`
  obtain ⟨S, hSd⟩ : ∃ S, S = diagonal s * (K * diagonal fun i => (s i)⁻¹) := ⟨_, rfl⟩
  have hSij : ∀ i j, S i j = s i * (K i j * (s j)⁻¹) := fun i j => by
    rw [hSd, diagonal_mul, mul_diagonal]
  have hS : S.IsHermitian := by
    ext i j
    rw [conjTranspose_apply, star_trivial, hSij, hSij]
    have b := h.balance i j
    rw [← hss i, ← hss j] at b
    have hi := (hs i).ne'
    have hj := (hs j).ne'
    field_simp
    linear_combination -b
  have hchar : K.charpoly = S.charpoly := by
    rw [hSd, charpoly_mul_comm]
    congr 1
    ext i j
    rw [mul_diagonal, mul_diagonal]
    exact (inv_mul_cancel_right₀ (hs j).ne' _).symm
  obtain ⟨u, hu⟩ : ∃ u : OrthonormalBasis n ℝ (EuclideanSpace ℝ n),
      ∀ i, S *ᵥ (u i).ofLp = hS.eigenvalues i • (u i).ofLp :=
    ⟨hS.eigenvectorBasis, hS.mulVec_eigenvectorBasis⟩
  obtain ⟨ψ, hψ⟩ : ∃ ψ : n → n → ℝ, ∀ i k, ψ i k = (s k)⁻¹ * (u i).ofLp k :=
    ⟨_, fun _ _ => rfl⟩
  let T : (n → ℝ) → EuclideanSpace ℝ n := fun f => WithLp.toLp 2 fun k => s k * f k
  have hT : ∀ f g, corr π f g = inner ℝ (T f) (T g) := fun f g => by
    rw [PiLp.inner_apply]
    refine sum_congr rfl fun k _ => ?_
    change π k * f k * g k = (s k * g k) * (s k * f k)
    rw [← hss k]
    ring
  have hTψ : ∀ i, T (ψ i) = u i := fun i => by
    ext k
    change s k * ψ i k = (u i).ofLp k
    rw [hψ, mul_inv_cancel_left₀ (hs k).ne']
  have hK : ∀ i, K *ᵥ ψ i = hS.eigenvalues i • ψ i := fun i => by
    ext k
    have e := congrFun (hu i) k
    simp only [mulVec, dotProduct, Pi.smul_apply, smul_eq_mul, hSij] at e ⊢
    apply mul_left_cancel₀ (hs k).ne'
    rw [mul_left_comm, hψ i k, mul_inv_cancel_left₀ (hs k).ne', ← e, mul_sum]
    exact sum_congr rfl fun l _ => by rw [hψ]; ring
  have ho : ∀ i j, corr π (ψ i) (ψ j) = if i = j then 1 else 0 := fun i j => by
    rw [hT, hTψ, hTψ]
    exact orthonormal_iff_ite.mp u.orthonormal i j
  refine ⟨hS.eigenvalues, ψ, ?_, hK, ho, fun f g => ?_, fun i => ?_, fun i hi => ?_⟩
  · rw [hchar, hS.roots_charpoly_eq_eigenvalues]
    exact Multiset.map_congr rfl fun i _ => by simp
  · rw [hT, ← u.sum_inner_mul_inner (T f) (T g)]
    refine sum_congr rfl fun i _ => ?_
    rw [hT (ψ i) f, hT (ψ i) g, hTψ, real_inner_comm (T f) (u i)]
  · have d := dirichlet_form h (ψ i)
    rw [mode_corr h (hK i), ho, if_pos rfl] at d
    have : 0 ≤ ∑ k, ∑ l, π k * K k l * (ψ i k - ψ i l) ^ 2 :=
      sum_nonneg fun k _ => sum_nonneg fun l _ =>
        mul_nonneg (mul_nonneg (h.pos k).le (h.nonneg k l)) (sq_nonneg _)
    linarith
  · have h1 : K *ᵥ (1 : n → ℝ) = 1 := by
      ext k
      simp [mulVec, dotProduct, h.row_sum]
    have e := mode_corr h (hK i) 1
    rw [h1] at e
    exact (mul_eq_zero.mp (by linear_combination -e :
      (hS.eigenvalues i - 1) * corr π (ψ i) 1 = 0)).resolve_left (sub_ne_zero.mpr hi)

/-- If `lam` lists the roots of the characteristic polynomial of `K` with multiplicity, and `m` is
the second largest eigenvalue, then there are distinct labels `a` and `b` such that `lam a` is at
least `m`, `lam b` equals `m`, and `lam i` is at most `m` for every label `i` except `a`. -/
theorem second_label {lam : n → ℝ} (hr : K.charpoly.roots = univ.val.map lam)
    (hm : IsSecondEigenvalue K m) :
    ∃ a b, a ≠ b ∧ lam b = m ∧ m ≤ lam a ∧ ∀ i, i ≠ a → lam i ≤ m := by
  obtain ⟨r, s, hrs, hmr, hs⟩ := hm
  rw [hr] at hrs
  obtain ⟨a, -, ha⟩ := Multiset.mem_map.mp (by rw [hrs]; simp : r ∈ univ.val.map lam)
  rw [split_eigenvalues lam (mem_univ a), ha] at hrs
  have ht := (Multiset.cons_inj_right r).mp hrs
  obtain ⟨b, hb, hbm⟩ := Multiset.mem_map.mp
    (by rw [ht]; simp : m ∈ (univ.erase a).val.map lam)
  refine ⟨a, b, (ne_of_mem_erase (Finset.mem_val.mp hb)).symm, hbm, ha ▸ hmr, fun i hi => ?_⟩
  have hmem : lam i ∈ (univ.erase a).val.map lam :=
    Multiset.mem_map_of_mem lam (Finset.mem_val.mpr (mem_erase.mpr ⟨hi, mem_univ i⟩))
  rw [ht] at hmem
  rcases Multiset.mem_cons.mp hmem with e | e
  · exact e.le
  · exact hs _ e

/-- A reversible chain with at least two states has a second largest eigenvalue. -/
theorem exists_secondEigenvalue [Nontrivial n] (h : IsReversible K π) :
    ∃ m, IsSecondEigenvalue K m := by
  obtain ⟨lam, ψ, hr, -⟩ := exists_modes h
  obtain ⟨a, -, ha⟩ := exists_max_image univ lam univ_nonempty
  obtain ⟨c, hc⟩ := exists_ne a
  obtain ⟨b, hb, hb'⟩ := exists_max_image (univ.erase a) lam ⟨c, by simp [hc]⟩
  refine ⟨lam b, lam a, ((univ.erase a).erase b).val.map lam, ?_, ha b (mem_univ b), ?_⟩
  · rw [hr, split_eigenvalues lam (mem_univ a), split_eigenvalues lam hb]
  · intro x hx
    obtain ⟨i, hi, rfl⟩ := Multiset.mem_map.mp hx
    exact hb' i (mem_of_mem_erase (Finset.mem_val.mp hi))

/-- For a reversible chain with second largest eigenvalue `m`, some nonzero mean-zero observable
is an eigenmode with eigenvalue `m`. -/
theorem exists_slowest_mode (h : IsReversible K π) (hm : IsSecondEigenvalue K m) :
    ∃ f : n → ℝ, f ≠ 0 ∧ corr π f 1 = 0 ∧ K *ᵥ f = m • f := by
  obtain ⟨lam, ψ, hr, hK, ho, -, hl, h1⟩ := exists_modes h
  obtain ⟨a, b, hab, hb, ha, -⟩ := second_label hr hm
  by_cases hβ : corr π (ψ b) 1 = 0
  · refine ⟨ψ b, fun h0 => ?_, hβ, hb ▸ hK b⟩
    have := ho b b
    simp [h0, corr] at this
  · -- the eigenvalue 1 is degenerate: combine two modes to remove the mean
    have hb1 : lam b = 1 := by
      by_contra hne
      exact hβ (h1 b hne)
    have hm1 : m = 1 := hb.symm.trans hb1
    have ha1 : lam a = 1 := le_antisymm (hl a) (hm1 ▸ ha)
    have hlin : ∀ (x y : ℝ) (z : n → ℝ), corr π (x • ψ a - y • ψ b) z
        = x * corr π (ψ a) z - y * corr π (ψ b) z := fun x y z => by
      simp only [corr, Pi.sub_apply, Pi.smul_apply, smul_eq_mul, mul_sum, ← sum_sub_distrib]
      exact sum_congr rfl fun i _ => by ring
    refine ⟨corr π (ψ b) 1 • ψ a - corr π (ψ a) 1 • ψ b, fun h0 => hβ ?_, ?_, ?_⟩
    · have e := hlin (corr π (ψ b) 1) (corr π (ψ a) 1) (ψ a)
      rw [h0, ho, ho, if_pos rfl, if_neg hab.symm] at e
      have z : corr π 0 (ψ a) = 0 := by simp [corr]
      linarith
    · rw [hlin]
      ring
    · rw [mulVec_sub, mulVec_smul, mulVec_smul, hK, hK, ha1, hb1, hm1]
      simp only [one_smul]

/-- Variational principle: for a reversible chain with second largest eigenvalue `m`, a mean-zero
observable has one-step correlation at most `m` times its variance, with equality exactly when
it satisfies `K f = m f`. -/
theorem variational_principle (h : IsReversible K π) (hm : IsSecondEigenvalue K m)
    {f : n → ℝ} (hf : corr π f 1 = 0) :
    corr π f (K *ᵥ f) ≤ m * corr π f f ∧
      (corr π f (K *ᵥ f) = m * corr π f f ↔ K *ᵥ f = m • f) := by
  obtain ⟨lam, ψ, hr, hK, -, hP, hl, h1⟩ := exists_modes h
  obtain ⟨a, b, -, -, ha, hle⟩ := second_label hr hm
  have hz : ∀ i, 0 ≤ (m - lam i) * corr π (ψ i) f ^ 2 := by
    intro i
    by_cases hi : i = a
    · rw [hi]
      rcases ha.eq_or_lt with e | e
      · rw [← e, sub_self, zero_mul]
      · -- a separated top mode is the constant one, which `f` does not contain
        have h0 : ∀ j, j ≠ a → corr π (ψ j) 1 = 0 := fun j hj =>
          h1 j (((hle j hj).trans_lt e).trans_le (hl a)).ne
        have hone : corr π 1 1 = 1 := by simp [corr, h.total]
        rw [hP, sum_eq_single a (fun j _ hj => by rw [h0 j hj, mul_zero])
          (fun hn => absurd (mem_univ a) hn)] at hf hone
        have hne : corr π (ψ a) 1 ≠ 0 := fun hc => by simp [hc] at hone
        rw [(mul_eq_zero.mp hf).resolve_right hne]
        simp
    · exact mul_nonneg (sub_nonneg.mpr (hle i hi)) (sq_nonneg _)
  have key : m * corr π f f - corr π f (K *ᵥ f) = ∑ i, (m - lam i) * corr π (ψ i) f ^ 2 := by
    rw [hP f f, hP f (K *ᵥ f), mul_sum, ← sum_sub_distrib]
    refine sum_congr rfl fun i _ => ?_
    rw [mode_corr h (hK i)]
    ring
  refine ⟨by linarith [sum_nonneg fun i (_ : i ∈ univ) => hz i], fun he => ?_, fun he => ?_⟩
  · rw [he, sub_self] at key
    have hzero := (sum_eq_zero_iff_of_nonneg fun i _ => hz i).mp key.symm
    -- the residual `K f - m f` has no component on any mode
    have hd : ∀ i, corr π (ψ i) (K *ᵥ f - m • f) = 0 := fun i => by
      have e : corr π (ψ i) (K *ᵥ f - m • f)
          = corr π (ψ i) (K *ᵥ f) - m * corr π (ψ i) f := by
        simp only [corr, Pi.sub_apply, Pi.smul_apply, smul_eq_mul, mul_sum, ← sum_sub_distrib]
        exact sum_congr rfl fun k _ => by ring
      rw [e, mode_corr h (hK i)]
      rcases mul_eq_zero.mp (hzero i (mem_univ i)) with q | q
      · linear_combination -corr π (ψ i) f * q
      · rw [pow_eq_zero_iff two_ne_zero] at q
        rw [q]
        ring
    by_contra hne
    have hpos := corr_self_pos h (sub_ne_zero.mpr hne)
    rw [hP] at hpos
    simp [hd] at hpos
  · rw [he]
    simp only [corr, Pi.smul_apply, smul_eq_mul, mul_sum]
    exact sum_congr rfl fun k _ => by ring

/-- For a reversible chain with second largest eigenvalue `m`, a mean-zero collective variable
that does not satisfy `K f = m f` has normalised one-step correlation strictly below `m`. -/
theorem imperfect_variable_underestimates (h : IsReversible K π) (hm : IsSecondEigenvalue K m)
    {f : n → ℝ} (hf : corr π f 1 = 0) (hne : K *ᵥ f ≠ m • f) :
    corr π f (K *ᵥ f) / corr π f f < m := by
  have h0 : f ≠ 0 := fun h0 => hne (by simp [h0])
  obtain ⟨hle, heq⟩ := variational_principle h hm hf
  rw [div_lt_iff₀ (corr_self_pos h h0)]
  exact lt_of_le_of_ne hle fun e => hne (heq.mp e)

end CollectiveVariable
```

```lean
#print axioms CollectiveVariable.exists_secondEigenvalue
#print axioms CollectiveVariable.exists_slowest_mode
#print axioms CollectiveVariable.imperfect_variable_underestimates
```

```
'CollectiveVariable.exists_secondEigenvalue' depends on axioms: [propext, Classical.choice, Quot.sound]
'CollectiveVariable.exists_slowest_mode' depends on axioms: [propext, Classical.choice, Quot.sound]
'CollectiveVariable.imperfect_variable_underestimates' depends on axioms: [propext, Classical.choice, Quot.sound]
```

## From the modes to the strict inequality

`dirichlet_form` is the expanded square, and `mode_corr` moves K onto an eigenmode. `exists_modes` builds S, takes its orthonormal eigenbasis from Mathlib and rescales it; the map `T`, which multiplies by √π, turns `corr` into the ordinary inner product.

`split_eigenvalues` and `second_label` translate the list of roots into the labels a and b. `exists_slowest_mode` then splits on whether ψ_b has mean zero, as above.

In `variational_principle`, `hz` shows that each term (m − λ_i)c_i² is non-negative, and `key` is the spectral sum. For equality, `hd` shows that the residual Kf − m f has no component on any mode, and `corr_self_pos` rules out a nonzero residual. The last theorem divides by ⟨f,f⟩, positive by the same lemma.
